# Coherent states of one bosonic mode: recursion, overlap and uniqueness

For complex $\alpha$ let $c_n(\alpha) = e^{-|\alpha|^2/2}\,\alpha^n/\sqrt{n!}$. Then $\sqrt{n+1}\,c_{n+1}(\alpha) = \alpha\,c_n(\alpha)$, and for all complex $\alpha,\beta$ the series $\sum_n \overline{c_n(\alpha)}\,c_n(\beta)$ converges to a number $\langle\alpha|\beta\rangle$ with
$$|\langle\alpha|\beta\rangle|^2 = e^{-|\alpha-\beta|^2},\qquad \langle\alpha|\alpha\rangle = 1 .$$
For a single mode, these numbers are the elements of the overlap matrix when coherent states serve as non-orthogonal basis functions: no two of them are orthogonal, and the squared modulus of the overlap falls off as a Gaussian in the distance between the labels.

## Setting

```lean
import Mathlib

open ComplexConjugate

namespace CoherentStates

noncomputable section
```

A state is its sequence of number-basis amplitudes $\psi_n = \langle n|\psi\rangle$, of type `ℕ → ℂ`. The label $\alpha$ is dimensionless, `‖α‖` is $|\alpha|$, and `conj` is complex conjugation. The definition `amp α n` is $c_n(\alpha)$, with the phase fixed so that $c_0(\alpha)$ is real and positive.

```lean
/-- The number-basis amplitudes of the coherent state with label `α`:
`c_n(α) = exp(-|α|²/2) αⁿ / √(n!)`. -/
def amp (α : ℂ) (n : ℕ) : ℂ :=
  ((Real.exp (-‖α‖ ^ 2 / 2) : ℝ) : ℂ) * α ^ n / ((Real.sqrt (n.factorial : ℝ) : ℝ) : ℂ)
```

From $a|n\rangle = \sqrt n\,|n-1\rangle$ one gets $(a\psi)_n = \sqrt{n+1}\,\psi_{n+1}$, and `annihilate` takes this formula as the definition of $a$. It acts on all sequences, square-summable or not.

```lean
/-- The annihilation operator on number-basis amplitudes: `(a ψ)_n = √(n+1) ψ_(n+1)`. -/
def annihilate (ψ : ℕ → ℂ) (n : ℕ) : ℂ :=
  ((Real.sqrt ((n : ℝ) + 1) : ℝ) : ℂ) * ψ (n + 1)
```

The overlap conjugates its first argument, as in $\langle\alpha|\beta\rangle$. Lean gives the sum `∑'` of a non-summable series the value zero, so the theorems state convergence separately, through `HasSum`, which means convergence independent of the order of the terms.

```lean
/-- The overlap of two coherent states, the series `∑ conj(c_n(α)) c_n(β)`. -/
def overlap (α β : ℂ) : ℂ :=
  ∑' n, conj (amp α n) * amp β n
```

No Hilbert space, operator domain, creation operator or commutator is defined. The resolution of the identity by coherent states, the displacement operator, time evolution and several modes are not treated.

## (a) The recursion

Show that $\sqrt{n+1}\,c_{n+1}(\alpha) = \alpha\,c_n(\alpha)$ for every $n$.

*Solution.* Since $(n+1)! = (n+1)\,n!$, we have $\sqrt{(n+1)!} = \sqrt{n+1}\sqrt{n!}$, and so
$$\sqrt{n+1}\,c_{n+1} = \sqrt{n+1}\;\frac{e^{-|\alpha|^2/2}\,\alpha^n\,\alpha}{\sqrt{n+1}\sqrt{n!}} = \alpha\,c_n .$$
In `amp_succ`, `hfac` and `h1` split the factorial and its root, `ha` and `hb` say that both roots are nonzero, and `field_simp` performs the cancellation.

```lean
/-- The recursion of the coherent amplitudes: `√(n+1) c_(n+1) = α c_n`. -/
theorem amp_succ (α : ℂ) (n : ℕ) :
    ((Real.sqrt ((n : ℝ) + 1) : ℝ) : ℂ) * amp α (n + 1) = α * amp α n := by
  have hn : (0 : ℝ) < (n : ℝ) + 1 := by positivity
  have hf : (0 : ℝ) < (n.factorial : ℝ) := by exact_mod_cast n.factorial_pos
  have hfac : (((n + 1).factorial : ℕ) : ℝ) = ((n : ℝ) + 1) * (n.factorial : ℝ) := by
    rw [Nat.factorial_succ]
    push_cast
    ring
  -- √((n+1)!) = √(n+1) √(n!)
  have h1 : Real.sqrt (((n + 1).factorial : ℕ) : ℝ)
      = Real.sqrt ((n : ℝ) + 1) * Real.sqrt (n.factorial : ℝ) := by
    rw [hfac, Real.sqrt_mul hn.le]
  have ha : ((Real.sqrt ((n : ℝ) + 1) : ℝ) : ℂ) ≠ 0 :=
    Complex.ofReal_ne_zero.mpr (Real.sqrt_pos.mpr hn).ne'
  have hb : ((Real.sqrt (n.factorial : ℝ) : ℝ) : ℂ) ≠ 0 :=
    Complex.ofReal_ne_zero.mpr (Real.sqrt_pos.mpr hf).ne'
  unfold amp
  rw [h1, Complex.ofReal_mul, pow_succ α n]
  field_simp
```

## (b) Modulus squared

Show that $\bar z z = |z|^2$.

*Solution.* With $z = x+iy$, $(x-iy)(x+iy) = x^2+y^2$. The lemma puts this in the form needed to pass between complex products and real squared moduli in (f), (h) and (i).

```lean
/-- A complex amplitude times its conjugate is its squared modulus. -/
theorem conj_mul_self_eq_norm_sq (z : ℂ) : conj z * z = ((‖z‖ ^ 2 : ℝ) : ℂ) := by
  rw [mul_comm, Complex.mul_conj, Complex.normSq_eq_norm_sq]
```

## (c) The exponential series

Show that $\sum_n z^n/n!$ converges to $e^z$ for every complex $z$.

*Solution.* The ratio of successive moduli is $|z|/(n+1)\to 0$, so the series converges absolutely, and its sum is the complex exponential. The Lean proof takes this from Mathlib, after identifying `Complex.exp` with the general exponential through `Complex.exp_eq_exp_ℂ`.

```lean
/-- The series `∑ zⁿ / n!` converges to `exp z` for every complex `z`. -/
theorem hasSum_exp_series (z : ℂ) :
    HasSum (fun n : ℕ => z ^ n / (n.factorial : ℂ)) (Complex.exp z) := by
  rw [Complex.exp_eq_exp_ℂ]
  exact NormedSpace.expSeries_div_hasSum_exp z
```

## (d) One term of the overlap

Show that $\overline{c_n(\alpha)}\,c_n(\beta) = e^{-(|\alpha|^2+|\beta|^2)/2}\,(\bar\alpha\beta)^n/n!$.

*Solution.* The Gaussian prefactor and $\sqrt{n!}$ are real, so conjugation acts on $\alpha^n$ alone:
$$\overline{c_n(\alpha)}\,c_n(\beta) = e^{-|\alpha|^2/2}e^{-|\beta|^2/2}\,\frac{\bar\alpha^n\beta^n}{\sqrt{n!}\sqrt{n!}} .$$
The exponentials multiply by adding exponents, which is `hE`, and the roots multiply to $n!$, which is `hs`. The `simp only` line moves the conjugation through the quotient, the product and the power, and `ring` collects $\bar\alpha^n\beta^n = (\bar\alpha\beta)^n$.

```lean
/-- The `n`-th term of the overlap series is `exp(-(|α|²+|β|²)/2) (conj α β)ⁿ / n!`. -/
theorem conj_amp_mul_amp (α β : ℂ) (n : ℕ) :
    conj (amp α n) * amp β n
      = ((Real.exp (-(‖α‖ ^ 2 + ‖β‖ ^ 2) / 2) : ℝ) : ℂ)
        * ((conj α * β) ^ n / (n.factorial : ℂ)) := by
  have hE : Real.exp (-(‖α‖ ^ 2 + ‖β‖ ^ 2) / 2)
      = Real.exp (-‖α‖ ^ 2 / 2) * Real.exp (-‖β‖ ^ 2 / 2) := by
    rw [← Real.exp_add]
    congr 1
    ring
  -- the two factors 1/√(n!) combine to 1/n!
  have hs : ((Real.sqrt (n.factorial : ℝ) : ℝ) : ℂ) * ((Real.sqrt (n.factorial : ℝ) : ℝ) : ℂ)
      = (n.factorial : ℂ) := by
    rw [← Complex.ofReal_mul, Real.mul_self_sqrt (Nat.cast_nonneg _), Complex.ofReal_natCast]
  rw [hE, Complex.ofReal_mul, ← hs]
  unfold amp
  simp only [map_div₀, map_mul, map_pow, Complex.conj_ofReal]
  ring
```

## (e) Summing the series

Show that the overlap series converges to $\exp\!\big(-\tfrac12(|\alpha|^2+|\beta|^2) + \bar\alpha\beta\big)$.

*Solution.* Apply (c) with $z = \bar\alpha\beta$ and multiply by the constant $e^{-(|\alpha|^2+|\beta|^2)/2}$. By (d) the terms are those of the overlap series, and the sum is $e^{-(|\alpha|^2+|\beta|^2)/2}e^{\bar\alpha\beta}$. In `overlap_hasSum` the multiplication is `mul_left`, and `Complex.exp_add` splits the claimed exponential into these two factors.

```lean
/-- The overlap series converges to `exp(-(|α|²+|β|²)/2 + conj α β)`. -/
theorem overlap_hasSum (α β : ℂ) :
    HasSum (fun n => conj (amp α n) * amp β n)
      (Complex.exp (((-(‖α‖ ^ 2 + ‖β‖ ^ 2) / 2 : ℝ) : ℂ) + conj α * β)) := by
  have h := (hasSum_exp_series (conj α * β)).mul_left
    ((Real.exp (-(‖α‖ ^ 2 + ‖β‖ ^ 2) / 2) : ℝ) : ℂ)
  rw [Complex.exp_add, ← Complex.ofReal_exp]
  simp only [conj_amp_mul_amp]
  exact h
```

## (f) The main result

For all complex $\alpha,\beta$, show four things: the recursion holds for every $n$; the overlap series converges to `overlap α β`; the squared modulus of that number is $e^{-|\alpha-\beta|^2}$; and `overlap α α` equals one. There is no hypothesis on $\alpha$ or $\beta$.

*Solution.* The first two claims are (a) and (e). Let $w = -\tfrac12(|\alpha|^2+|\beta|^2)+\bar\alpha\beta$. Since $|e^w| = e^{\operatorname{Re} w}$, we have $|e^w|^2 = e^{2\operatorname{Re} w}$, and
$$2\operatorname{Re} w = -|\alpha|^2 - |\beta|^2 + 2\operatorname{Re}(\bar\alpha\beta) = -|\alpha-\beta|^2 ,$$
by expanding $|\alpha-\beta|^2 = (\bar\alpha-\bar\beta)(\alpha-\beta)$. At $\beta=\alpha$, part (b) gives $w = -|\alpha|^2+|\alpha|^2 = 0$, so the overlap is $e^0=1$, with no leftover phase.

In the proof, `heq` is the closed form $e^w$. The step `Complex.norm_exp` takes the modulus, `congr 1` reduces the claim to equality of exponents, and these are compared by `ring` after both sides are written in real and imaginary parts. The vanishing exponent is `h0`.

```lean
/-- The coherent amplitudes obey `√(n+1) c_(n+1) = α c_n`, the overlap series converges, its sum
has squared modulus `exp(-|α - β|²)`, and the overlap of a coherent state with itself is one. -/
theorem coherent_state_overlap (α β : ℂ) :
    (∀ n : ℕ, ((Real.sqrt ((n : ℝ) + 1) : ℝ) : ℂ) * amp α (n + 1) = α * amp α n) ∧
    HasSum (fun n => conj (amp α n) * amp β n) (overlap α β) ∧
    ‖overlap α β‖ ^ 2 = Real.exp (-‖α - β‖ ^ 2) ∧
    overlap α α = 1 := by
  have heq : ∀ γ δ : ℂ, overlap γ δ
      = Complex.exp (((-(‖γ‖ ^ 2 + ‖δ‖ ^ 2) / 2 : ℝ) : ℂ) + conj γ * δ) :=
    fun γ δ => (overlap_hasSum γ δ).tsum_eq
  refine ⟨amp_succ α, (overlap_hasSum α β).summable.hasSum, ?_, ?_⟩
  · -- |exp z| = exp (Re z), and twice the real part of the exponent is -|α - β|²
    rw [heq, Complex.norm_exp, pow_two (Real.exp _), ← Real.exp_add]
    congr 1
    simp only [Complex.add_re, Complex.ofReal_re, Complex.mul_re, Complex.conj_re,
      Complex.conj_im, Complex.sq_norm, Complex.normSq_apply, Complex.sub_re, Complex.sub_im]
    ring
  · -- at equal labels the exponent vanishes
    have h0 : ((-(‖α‖ ^ 2 + ‖α‖ ^ 2) / 2 : ℝ) : ℂ) + ((‖α‖ ^ 2 : ℝ) : ℂ) = 0 := by
      push_cast
      ring
    rw [heq, conj_mul_self_eq_norm_sq, h0, Complex.exp_zero]
```

## (g) No orthogonal pair

Show that $\langle\alpha|\beta\rangle \neq 0$ always, and that $|\langle\alpha|\beta\rangle| = 1$ if and only if $\alpha=\beta$.

*Solution.* The overlap is $e^w$, and an exponential never vanishes. If its modulus is one, (f) gives $e^{-|\alpha-\beta|^2} = 1 = e^0$. The real exponential is injective, so $|\alpha-\beta|^2=0$ and $\alpha=\beta$. Conversely, $\alpha=\beta$ gives overlap one by (f). The chain `h2`, `h3`, `h4` runs from the exponent to $|\alpha-\beta|=0$.

```lean
/-- The overlap of two coherent states is never zero, and it has modulus one exactly when the
labels coincide. -/
theorem overlap_ne_zero_and_norm_eq_one_iff (α β : ℂ) :
    overlap α β ≠ 0 ∧ (‖overlap α β‖ = 1 ↔ α = β) := by
  refine ⟨?_, ?_, ?_⟩
  · have heq : overlap α β
        = Complex.exp (((-(‖α‖ ^ 2 + ‖β‖ ^ 2) / 2 : ℝ) : ℂ) + conj α * β) :=
      (overlap_hasSum α β).tsum_eq
    rw [heq]
    exact Complex.exp_ne_zero _
  · intro h1
    have h := (coherent_state_overlap α β).2.2.1
    rw [h1, one_pow] at h
    have h2 : -‖α - β‖ ^ 2 = 0 := Real.exp_injective (h.symm.trans Real.exp_zero.symm)
    have h3 : ‖α - β‖ ^ 2 = 0 := by linarith
    have h4 : ‖α - β‖ = 0 := (pow_eq_zero_iff two_ne_zero).mp h3
    exact sub_eq_zero.mp (norm_eq_zero.mp h4)
  · intro h
    rw [← h, (coherent_state_overlap α α).2.2.2, norm_one]
```

## (h) Poisson weights

Show that $|c_n(\alpha)|^2 = e^{-|\alpha|^2}\,(|\alpha|^2)^n/n!$.

*Solution.* Put $\beta=\alpha$ in (d). By (b) the left side is $|c_n|^2$ and $\bar\alpha\alpha = |\alpha|^2$, and the exponent is $-\tfrac12\cdot 2|\alpha|^2 = -|\alpha|^2$. This is the Poisson weight with parameter $|\alpha|^2$, read physically as the probability of finding $n$ quanta. The identity arises between complex numbers, and `Complex.ofReal_injective` brings it back to real ones.

```lean
/-- The occupation weights are Poisson weights: `|c_n(α)|² = exp(-|α|²) (|α|²)ⁿ / n!`. -/
theorem norm_sq_amp (α : ℂ) (n : ℕ) :
    ‖amp α n‖ ^ 2 = Real.exp (-‖α‖ ^ 2) * ((‖α‖ ^ 2) ^ n / (n.factorial : ℝ)) := by
  have h := conj_amp_mul_amp α α n
  have e : -(‖α‖ ^ 2 + ‖α‖ ^ 2) / 2 = -‖α‖ ^ 2 := by ring
  rw [conj_mul_self_eq_norm_sq, conj_mul_self_eq_norm_sq, e] at h
  apply Complex.ofReal_injective
  rw [h]
  simp only [Complex.ofReal_mul, Complex.ofReal_div, Complex.ofReal_pow, Complex.ofReal_natCast]
```

## (i) Normalisation

Show that $\sum_n |c_n(\alpha)|^2$ converges to one.

*Solution.* By (f) at $\beta=\alpha$, $\sum_n \overline{c_n}c_n = 1$. Taking real parts term by term, which `Complex.hasSum_re` permits, and using (b) gives the real series.

```lean
/-- The coherent state is normalised: the series `∑ |c_n(α)|²` converges to one. -/
theorem amp_normalised (α : ℂ) : HasSum (fun n => ‖amp α n‖ ^ 2) 1 := by
  have h := (coherent_state_overlap α α).2.1
  rw [(coherent_state_overlap α α).2.2.2] at h
  have h2 : HasSum (fun n => (conj (amp α n) * amp α n).re) (1 : ℂ).re := Complex.hasSum_re h
  simpa only [conj_mul_self_eq_norm_sq, Complex.ofReal_re, Complex.one_re] using h2
```

## (j) Mean occupation

Show that $\sum_n n\,|c_n(\alpha)|^2$ converges to $|\alpha|^2$.

*Solution.* The squared modulus of (a) is $(n+1)|c_{n+1}|^2 = |\alpha|^2|c_n|^2$. The $n=0$ term of the series vanishes, so shifting the index gives
$$\sum_{n\ge 0} n|c_n|^2 = \sum_{n\ge 0}(n+1)|c_{n+1}|^2 = |\alpha|^2\sum_{n\ge 0}|c_n|^2 = |\alpha|^2 ,$$
with (i) in the last step. In Lean, `hterm` is the squared recursion, `h` is (i) multiplied by $|\alpha|^2$, and `hasSum_nat_add_iff' 1` is the shift by one index. The theorem concerns the weighted sum; reading it as $\langle a^\dagger a\rangle$ is the usual interpretation, since no number operator is defined.

```lean
/-- The mean occupation number: the series `∑ n |c_n(α)|²` converges to `|α|²`. -/
theorem mean_occupation (α : ℂ) :
    HasSum (fun n : ℕ => (n : ℝ) * ‖amp α n‖ ^ 2) (‖α‖ ^ 2) := by
  -- the squared modulus of the recursion: (n+1) |c_(n+1)|² = |α|² |c_n|²
  have hterm : ∀ n : ℕ, ((n + 1 : ℕ) : ℝ) * ‖amp α (n + 1)‖ ^ 2 = ‖α‖ ^ 2 * ‖amp α n‖ ^ 2 := by
    intro n
    have hn : (0 : ℝ) ≤ (n : ℝ) + 1 := by positivity
    have h2 : ‖((Real.sqrt ((n : ℝ) + 1) : ℝ) : ℂ) * amp α (n + 1)‖ ^ 2
        = ‖α * amp α n‖ ^ 2 := by
      rw [amp_succ]
    rw [norm_mul, norm_mul, mul_pow, mul_pow, Complex.norm_real, Real.norm_eq_abs, sq_abs,
      Real.sq_sqrt hn] at h2
    push_cast
    exact h2
  have h := (amp_normalised α).mul_left (‖α‖ ^ 2)
  -- drop the vanishing n = 0 term and shift the index
  refine (hasSum_nat_add_iff' 1).mp ?_
  simp only [hterm, Finset.sum_range_one, Nat.cast_zero, zero_mul, sub_zero]
  simpa only [mul_one] using h
```

## (k) The coherent state is a normalised eigenvector

Show that $a\,c(\alpha) = \alpha\,c(\alpha)$ and $\sum_n|c_n(\alpha)|^2=1$.

*Solution.* The $n$-th component of the eigenvalue equation is $\sqrt{n+1}\,c_{n+1} = \alpha c_n$, which is (a), and the normalisation is (i). After `funext n` the Lean goal is that component; `α • amp α` is the sequence $\alpha c_n(\alpha)$. Thus for every $\alpha$ there is a sequence meeting both assumptions of (l).

```lean
/-- For every `α` the coherent amplitudes satisfy `a c(α) = α c(α)` and `∑ |c_n(α)|² = 1`. -/
theorem eigenvector_unique_witness (α : ℂ) :
    annihilate (amp α) = α • amp α ∧ HasSum (fun n => ‖amp α n‖ ^ 2) 1 := by
  refine ⟨?_, amp_normalised α⟩
  funext n
  simp only [annihilate, Pi.smul_apply, smul_eq_mul]
  exact amp_succ α n
```

## (l) Uniqueness up to a phase

Let $\psi$ be any sequence with $a\psi=\alpha\psi$ (hypothesis `hψ`) and $\sum_n|\psi_n|^2=1$ (hypothesis `hnorm`). Show that $\psi = u\,c(\alpha)$ for some complex $u$ with $|u|=1$.

*Solution.* Since $c_0(\alpha) = e^{-|\alpha|^2/2}\neq0$, set $u = \psi_0/c_0(\alpha)$, so that $\psi_0 = u c_0$. Suppose $\psi_n = u c_n$. The eigenvalue equation, this assumption and (a) give in turn
$$\sqrt{n+1}\,\psi_{n+1} = \alpha\psi_n = \alpha u c_n = u\sqrt{n+1}\,c_{n+1},$$
and dividing by $\sqrt{n+1}\neq0$ yields $\psi_{n+1} = u c_{n+1}$. By induction $\psi_n = u c_n$ for all $n$. Then $\sum_n|\psi_n|^2 = |u|^2\sum_n|c_n|^2 = |u|^2$ by (i), and a series has one sum, so $|u|^2=1$ and $|u|=1$.

The induction is `hall`. There `mul_left_cancel₀ hs` multiplies the goal through by $\sqrt{n+1}$, and `linear_combination h1 + α * ih - u * h2` adds up the three equalities of the display. The comparison of the two values of the sum is `h3.unique hnorm`.

Both hypotheses are needed. Without `hnorm`, the sequence $2c(\alpha)$ satisfies the eigenvalue equation, but its zeroth amplitude forces $u=2$. Without `hψ`, the sequence with $\psi_1=1$ and all other entries zero is normalised, but $\psi_0=0$ forces $u=0$.

```lean
/-- A normalised sequence with `a ψ = α ψ` is the coherent state `c(α)` times a number of
modulus one. -/
theorem eigenvector_unique (α : ℂ) (ψ : ℕ → ℂ) (hψ : annihilate ψ = α • ψ)
    (hnorm : HasSum (fun n => ‖ψ n‖ ^ 2) 1) :
    ∃ u : ℂ, ‖u‖ = 1 ∧ ψ = u • amp α := by
  have h0 : amp α 0 ≠ 0 := by simp [amp]
  obtain ⟨u, hu⟩ : ∃ u : ℂ, ψ 0 = u * amp α 0 := ⟨ψ 0 / amp α 0, by field_simp⟩
  -- both sequences obey the same first-order recursion
  have hall : ∀ n, ψ n = u * amp α n := by
    intro n
    induction n with
    | zero => exact hu
    | succ n ih =>
      have hn : (0 : ℝ) < (n : ℝ) + 1 := by positivity
      have hs : ((Real.sqrt ((n : ℝ) + 1) : ℝ) : ℂ) ≠ 0 :=
        Complex.ofReal_ne_zero.mpr (Real.sqrt_pos.mpr hn).ne'
      have h1 : ((Real.sqrt ((n : ℝ) + 1) : ℝ) : ℂ) * ψ (n + 1) = α * ψ n := by
        have h := congrFun hψ n
        simpa only [annihilate, Pi.smul_apply, smul_eq_mul] using h
      have h2 := amp_succ α n
      apply mul_left_cancel₀ hs
      linear_combination h1 + α * ih - u * h2
  -- normalisation fixes the modulus of the factor
  have h3 : HasSum (fun n => ‖ψ n‖ ^ 2) (‖u‖ ^ 2 * 1) := by
    simpa only [hall, norm_mul, mul_pow] using (amp_normalised α).mul_left (‖u‖ ^ 2)
  have h4 : ‖u‖ ^ 2 * 1 = 1 := h3.unique hnorm
  have h5 : ‖u‖ ^ 2 = (1 : ℝ) ^ 2 := by
    rw [one_pow]
    linarith
  refine ⟨u, (sq_eq_sq₀ (norm_nonneg u) zero_le_one).mp h5, ?_⟩
  funext n
  simp only [Pi.smul_apply, smul_eq_mul]
  exact hall n

end

end CoherentStates
```

```lean
#print axioms CoherentStates.coherent_state_overlap
-- 'CoherentStates.coherent_state_overlap' depends on axioms: [propext, Classical.choice, Quot.sound]
#print axioms CoherentStates.norm_sq_amp
-- 'CoherentStates.norm_sq_amp' depends on axioms: [propext, Classical.choice, Quot.sound]
#print axioms CoherentStates.mean_occupation
-- 'CoherentStates.mean_occupation' depends on axioms: [propext, Classical.choice, Quot.sound]
#print axioms CoherentStates.eigenvector_unique
-- 'CoherentStates.eigenvector_unique' depends on axioms: [propext, Classical.choice, Quot.sound]
```
